# At fixed particle number, the one-matrix and the two-cumulant determine the partial trace of the three-cumulant

For fermions in finitely many orthonormal orbitals, in a state of fixed particle number,

$$\sum_n L_3(ijn,lmn) = (AL+LA-2L)(ij,lm),\qquad A=g\otimes 1+1\otimes g .$$

Here $g$ is the one-particle density matrix, $L$ the two-particle cumulant and $L_3$ the three-particle cumulant, all defined below. The particle number $N$ does not appear on the right.

## Density matrices and their cumulants

Let $a_i^\dagger$ and $a_i$ create and annihilate a fermion in orbital $i$, and let $w(x)$ be the expectation value of $x$. For electrons, "orbital" means spin orbital throughout. The density matrices are

$$g_{il}=w(a_i^\dagger a_l),\qquad D_2(ij,lm)=w(a_i^\dagger a_j^\dagger a_m a_l),$$
$$D_3(ijk,lmn)=w(a_i^\dagger a_j^\dagger a_k^\dagger a_n a_m a_l),$$

without factors $1/2!$ or $1/3!$. The two-cumulant is what remains of $D_2$ after the antisymmetrised product of one-matrices is removed:

$$L(ij,lm)=D_2(ij,lm)-(g_{il}g_{jm}-g_{im}g_{jl}).$$

The three-cumulant $L_3(ijk,lmn)$ is $D_3(ijk,lmn)$ minus the $3\times3$ determinant of $g$ with rows $i,j,k$ and columns $l,m,n$, minus nine signed products of an element of $g$ with an element of $L$. There is one product for each position in the determinant: the element of $g$ at that position times the element of $L$ with the two remaining row indices and the two remaining column indices, in their original order. Its sign is the one that position has in a cofactor expansion.

Some electronic-structure approximations build $D_3$ from $g$ and $L$ by setting $L_3=0$. For a fixed-$N$ state in a finite orbital basis, the identity gives the partial trace of what is then neglected.

## The assumptions and the theorem in Lean

The orbitals form a finite type `ι`, and the operators are two families `a` and `ad` in an arbitrary complex algebra `R`. `IsCAR` states the anticommutation relations; its field `mixed` makes the orbitals orthonormal. Nothing requires `ad i` to be the adjoint of `a i`.

The state is a linear functional `w`. `IsNumberState` requires $w(1)=1$ and $w(x\hat N)=N\,w(x)$ for every $x$, where $\hat N=\sum_n a_n^\dagger a_n$ is `numberOp`. The second condition stands for a state with a sharp particle number; it excludes grand-canonical ensembles with a fluctuating number and BCS states. Positivity of `w` is not assumed.

The objects $g$, $D_2$, $D_3$, $L$ and $L_3$ are `oneMatrix`, `twoMatrix`, `threeMatrix`, `cumulant2` and `cumulant3`. `cumulant2` is a matrix whose rows and columns are ordered pairs of orbitals, so $AL$ is an ordinary matrix product over all ordered pairs, and `pairOp` builds $A$ from Kronecker products. The theorem `cumulant3_trace` is the displayed identity, element by element.

Two corollaries concern natural orbitals, where $g$ is diagonal with occupations $\nu_i$. The trace becomes

$$\sum_n L_3(ijn,lmn)=(\nu_i+\nu_j+\nu_l+\nu_m-2)\,L(ij,lm).$$

If it vanishes for given $i,j,l,m$ and the four occupations do not sum to 2, then $L(ij,lm)=0$.

A more concrete model would take $w(x)=\mathrm{Tr}(\rho x)$ with a density operator $\rho$ on Fock space supported in the $N$-particle sector. Then $g$ would be Hermitian and natural orbitals would always exist, whereas here the diagonal form of $g$ is a hypothesis of the corollaries. The general functional includes that case and uses only the algebra.

## Contracting one orbital index

The anticommutation relations give

$$a_n^\dagger a_n a_m=-a_n^\dagger a_m a_n=a_m a_n^\dagger a_n-\delta_{mn}a_n,$$

and summing over $n$ gives $\hat N a_m=a_m\hat N-a_m$. Setting $x=1$ in the number condition gives $\mathrm{tr}\,g=N$. Moving $\hat N$ to the right past one or two annihilators gives

$$\sum_n D_2(in,ln)=w(a_i^\dagger\hat N a_l)=(N-1)g_{il},$$
$$\sum_n D_3(ijn,lmn)=w(a_i^\dagger a_j^\dagger\hat N a_m a_l)=(N-2)D_2(ij,lm).$$

The two-cumulant therefore has the partial trace

$$\sum_n L(in,ln)=(N-1)g_{il}-Ng_{il}+(g^2)_{il}=(g^2-g)_{il}.$$

Abbreviate

$$P=g_{il}g_{jm}-g_{im}g_{jl},$$
$$Q=g_{il}(g^2)_{jm}+g_{jm}(g^2)_{il}-g_{im}(g^2)_{jl}-g_{jl}(g^2)_{im}.$$

Expanding the determinant with $k=n$ and summing over $n$ gives $NP-Q$. The nine products fall into three groups:

- The term $g_{nn}L(ij,lm)$ sums to $N\,L(ij,lm)$.
- Four terms contain a partial trace of $L$. They are
$$g_{il}(g^2-g)_{jm}-g_{im}(g^2-g)_{jl}-g_{jl}(g^2-g)_{im}+g_{jm}(g^2-g)_{il}=Q-2P.$$
- The other four are
$$\sum_n\big[g_{in}L(jn,lm)-g_{jn}L(in,lm)+g_{nl}L(ij,mn)-g_{nm}L(ij,ln)\big].$$
Call the indices before the comma upper and those after it lower. Since $L$ changes sign when its two upper or its two lower indices are exchanged, these terms sum to $-(AL+LA)(ij,lm)$.

With $D_2=L+P$, and all matrices taken at $(ij,lm)$, the total is

$$(N-2)(L+P)-(NP-Q)-\big(NL+Q-2P-AL-LA\big)=AL+LA-2L.$$

## Two orbitals and one particle

With only two orbitals, $L_3$ vanishes identically, because it is antisymmetric in three upper indices. Label the orbitals 0 and 1, and mix with equal weights the state with the particle in orbital 0 and the state with the particle in orbital 1. Then $g=\tfrac12\,1$ and $D_2=0$, so $L(01,01)=-\tfrac14$. The four occupations sum to exactly 2, which is how a nonzero $L$ coexists with a vanishing trace. This example shows why the second corollary needs its condition on the occupations.

## The Lean file

```lean
import Mathlib

open Matrix
open scoped Kronecker

namespace ThreeCumulantTrace

noncomputable section

variable {ι R : Type*} [Fintype ι] [DecidableEq ι] [Ring R] [Algebra ℂ R]

/-- The canonical anticommutation relations for annihilators `a` and creators `ad`. -/
structure IsCAR (a ad : ι → R) : Prop where
  ann : ∀ i j, a i * a j + a j * a i = 0
  cre : ∀ i j, ad i * ad j + ad j * ad i = 0
  mixed : ∀ i j, a i * ad j + ad j * a i = if i = j then 1 else 0

/-- The particle-number operator. -/
def numberOp (a ad : ι → R) : R := ∑ n, ad n * a n

/-- A normalised linear functional with fixed particle number `N`. -/
structure IsNumberState (a ad : ι → R) (w : R →ₗ[ℂ] ℂ) (N : ℂ) : Prop where
  norm : w 1 = 1
  number : ∀ x, w (x * numberOp a ad) = N * w x

/-- The one-particle density matrix `g`. -/
def oneMatrix (a ad : ι → R) (w : R →ₗ[ℂ] ℂ) : Matrix ι ι ℂ :=
  fun i l => w (ad i * a l)

/-- The two-particle density matrix. -/
def twoMatrix (a ad : ι → R) (w : R →ₗ[ℂ] ℂ) (i j l m : ι) : ℂ :=
  w (ad i * ad j * a m * a l)

/-- The three-particle density matrix. -/
def threeMatrix (a ad : ι → R) (w : R →ₗ[ℂ] ℂ) (i j k l m n : ι) : ℂ :=
  w (ad i * ad j * ad k * a n * a m * a l)

/-- The two-particle cumulant `L`, a matrix on pairs of orbitals. -/
def cumulant2 (a ad : ι → R) (w : R →ₗ[ℂ] ℂ) : Matrix (ι × ι) (ι × ι) ℂ :=
  fun p q => twoMatrix a ad w p.1 p.2 q.1 q.2 -
    (oneMatrix a ad w p.1 q.1 * oneMatrix a ad w p.2 q.2 -
      oneMatrix a ad w p.1 q.2 * oneMatrix a ad w p.2 q.1)

/-- The three-particle cumulant: the three-matrix minus the determinant of `g` minus the
nine signed products of `g` and `L`. -/
def cumulant3 (a ad : ι → R) (w : R →ₗ[ℂ] ℂ) (i j k l m n : ι) : ℂ :=
  let g := oneMatrix a ad w
  let L := cumulant2 a ad w
  threeMatrix a ad w i j k l m n
    - det !![g i l, g i m, g i n; g j l, g j m, g j n; g k l, g k m, g k n]
    - (g i l * L (j, k) (m, n) - g i m * L (j, k) (l, n) + g i n * L (j, k) (l, m)
      - g j l * L (i, k) (m, n) + g j m * L (i, k) (l, n) - g j n * L (i, k) (l, m)
      + g k l * L (i, j) (m, n) - g k m * L (i, j) (l, n) + g k n * L (i, j) (l, m))

/-- The one-body matrix `g` acting on pairs, `g ⊗ 1 + 1 ⊗ g`. -/
def pairOp (g : Matrix ι ι ℂ) : Matrix (ι × ι) (ι × ι) ℂ :=
  g ⊗ₖ (1 : Matrix ι ι ℂ) + (1 : Matrix ι ι ℂ) ⊗ₖ g

omit [Algebra ℂ R] in
/-- Moving an annihilator to the left of the number operator lowers the count by one. -/
theorem numberOp_mul_ann {a ad : ι → R} (h : IsCAR a ad) (m : ι) :
    numberOp a ad * a m = a m * numberOp a ad - a m := by
  have ht : ∀ n, ad n * a n * a m =
      a m * (ad n * a n) - (if m = n then 1 else 0) * a n := by
    intro n
    calc ad n * a n * a m = ad n * (a n * a m + a m * a n)
          - (a m * ad n + ad n * a m) * a n + a m * (ad n * a n) := by noncomm_ring
      _ = _ := by rw [h.ann, h.mixed, mul_zero]; abel
  rw [numberOp, Finset.sum_mul, Finset.sum_congr rfl (fun n _ => ht n),
    Finset.sum_sub_distrib, ← Finset.mul_sum]
  simp

/-- The partial trace of the two-matrix is `N - 1` times the one-matrix. -/
theorem twoMatrix_trace {a ad : ι → R} {w : R →ₗ[ℂ] ℂ} {N : ℂ} (h : IsCAR a ad)
    (hw : IsNumberState a ad w N) (i l : ι) :
    ∑ n, twoMatrix a ad w i n l n = (N - 1) * oneMatrix a ad w i l := by
  have h1 : ∑ n, twoMatrix a ad w i n l n = w (ad i * (numberOp a ad * a l)) := by
    simp only [twoMatrix, numberOp, Finset.mul_sum, Finset.sum_mul, map_sum, mul_assoc]
  rw [h1, numberOp_mul_ann h, mul_sub, ← mul_assoc, map_sub, hw.number, oneMatrix]
  ring

/-- The partial trace of the three-matrix is `N - 2` times the two-matrix. -/
theorem threeMatrix_trace {a ad : ι → R} {w : R →ₗ[ℂ] ℂ} {N : ℂ} (h : IsCAR a ad)
    (hw : IsNumberState a ad w N) (i j l m : ι) :
    ∑ n, threeMatrix a ad w i j n l m n = (N - 2) * twoMatrix a ad w i j l m := by
  have h1 : ∑ n, threeMatrix a ad w i j n l m n =
      w (ad i * ad j * (numberOp a ad * a m * a l)) := by
    simp only [threeMatrix, numberOp, Finset.mul_sum, Finset.sum_mul, map_sum, mul_assoc]
  have h2 : ad i * ad j * (numberOp a ad * a m * a l) =
      ad i * ad j * a m * a l * numberOp a ad - ad i * ad j * a m * a l
        - ad i * ad j * a m * a l := by
    rw [numberOp_mul_ann h, sub_mul, mul_assoc (a m), numberOp_mul_ann h]
    simp only [mul_sub, mul_assoc]
  rw [h1, h2, map_sub, map_sub, hw.number, twoMatrix]
  ring

omit [DecidableEq ι] in
/-- The trace of the one-matrix is the particle number. -/
theorem oneMatrix_trace {a ad : ι → R} {w : R →ₗ[ℂ] ℂ} {N : ℂ}
    (hw : IsNumberState a ad w N) : ∑ n, oneMatrix a ad w n n = N := by
  have h := hw.number 1
  rw [one_mul, hw.norm, mul_one, numberOp, map_sum] at h
  exact h

/-- The partial trace of the two-cumulant is `g² - g`. -/
theorem cumulant2_trace {a ad : ι → R} {w : R →ₗ[ℂ] ℂ} {N : ℂ} (h : IsCAR a ad)
    (hw : IsNumberState a ad w N) (i l : ι) :
    ∑ n, cumulant2 a ad w (i, n) (l, n) =
      (oneMatrix a ad w * oneMatrix a ad w - oneMatrix a ad w) i l := by
  simp only [cumulant2, Finset.sum_sub_distrib, ← Finset.mul_sum]
  rw [twoMatrix_trace h hw, oneMatrix_trace hw, Matrix.sub_apply, Matrix.mul_apply]
  ring

/-- The matrix elements of `A L + L A` for `A = g ⊗ 1 + 1 ⊗ g`, as a single orbital sum. -/
theorem pairOp_anticomm_apply (g : Matrix ι ι ℂ) (L : Matrix (ι × ι) (ι × ι) ℂ)
    (i j l m : ι) : (pairOp g * L + L * pairOp g) (i, j) (l, m) =
      ∑ n, (g i n * L (n, j) (l, m) + g j n * L (i, n) (l, m)
        + L (i, j) (n, m) * g n l + L (i, j) (l, n) * g n m) := by
  have h1 : ((g ⊗ₖ (1 : Matrix ι ι ℂ)) * L) (i, j) (l, m) =
      ∑ n, g i n * L (n, j) (l, m) := by
    rw [Matrix.mul_apply, Fintype.sum_prod_type]
    simp [Matrix.one_apply]
  have h2 : (((1 : Matrix ι ι ℂ) ⊗ₖ g) * L) (i, j) (l, m) =
      ∑ n, g j n * L (i, n) (l, m) := by
    rw [Matrix.mul_apply, Fintype.sum_prod_type, Finset.sum_comm]
    simp [Matrix.one_apply]
  have h3 : (L * (g ⊗ₖ (1 : Matrix ι ι ℂ))) (i, j) (l, m) =
      ∑ n, L (i, j) (n, m) * g n l := by
    rw [Matrix.mul_apply, Fintype.sum_prod_type]
    simp [Matrix.one_apply]
  have h4 : (L * ((1 : Matrix ι ι ℂ) ⊗ₖ g)) (i, j) (l, m) =
      ∑ n, L (i, j) (l, n) * g n m := by
    rw [Matrix.mul_apply, Fintype.sum_prod_type, Finset.sum_comm]
    simp [Matrix.one_apply]
  simp only [pairOp, Matrix.add_mul, Matrix.mul_add, Matrix.add_apply, h1, h2, h3, h4,
    Finset.sum_add_distrib]
  ring

/-- The partial trace of the three-cumulant is `A L + L A - 2 L` with `A = g ⊗ 1 + 1 ⊗ g`. -/
theorem cumulant3_trace {a ad : ι → R} {w : R →ₗ[ℂ] ℂ} {N : ℂ} (h : IsCAR a ad)
    (hw : IsNumberState a ad w N) (i j l m : ι) :
    ∑ n, cumulant3 a ad w i j n l m n =
      (pairOp (oneMatrix a ad w) * cumulant2 a ad w
        + cumulant2 a ad w * pairOp (oneMatrix a ad w)
        - (2 : ℂ) • cumulant2 a ad w) (i, j) (l, m) := by
  -- antisymmetry of the two-cumulant in its upper and in its lower pair
  have hU : ∀ n, cumulant2 a ad w (j, n) (l, m) = -cumulant2 a ad w (n, j) (l, m) := by
    intro n
    have e : twoMatrix a ad w j n l m = -twoMatrix a ad w n j l m := by
      simp only [twoMatrix]
      rw [eq_neg_of_add_eq_zero_left (h.cre j n), neg_mul, neg_mul, map_neg]
    simp only [cumulant2, e]
    ring
  have hR : ∀ n, cumulant2 a ad w (i, j) (m, n) = -cumulant2 a ad w (i, j) (n, m) := by
    intro n
    have e : twoMatrix a ad w i j m n = -twoMatrix a ad w i j n m := by
      simp only [twoMatrix]
      rw [mul_assoc (ad i * ad j), eq_neg_of_add_eq_zero_left (h.ann n m), mul_neg,
        map_neg, ← mul_assoc]
    simp only [cumulant2, e]
    ring
  have hL : ∀ p q, ∑ n, cumulant2 a ad w (p, n) (q, n) =
      ∑ n, oneMatrix a ad w p n * oneMatrix a ad w n q - oneMatrix a ad w p q := by
    intro p q
    rw [cumulant2_trace h hw, Matrix.sub_apply, Matrix.mul_apply]
  have hD : twoMatrix a ad w i j l m = cumulant2 a ad w (i, j) (l, m) +
      (oneMatrix a ad w i l * oneMatrix a ad w j m -
        oneMatrix a ad w i m * oneMatrix a ad w j l) := by
    simp only [cumulant2]
    ring
  have hT := oneMatrix_trace hw
  have h3 := threeMatrix_trace h hw i j l m
  rw [Matrix.sub_apply, pairOp_anticomm_apply, Matrix.smul_apply, smul_eq_mul]
  generalize hg : oneMatrix a ad w = g at *
  generalize hC : cumulant2 a ad w = L at *
  -- the summand, sorted by how it depends on the traced orbital
  have key : ∀ n, cumulant3 a ad w i j n l m n = threeMatrix a ad w i j n l m n
      - (g i l * g j m - g i m * g j l) * g n n
      + (g i l * (g j n * g n m) + g j m * (g i n * g n l)
        - g i m * (g j n * g n l) - g j l * (g i n * g n m))
      - g n n * L (i, j) (l, m)
      + (g i n * L (n, j) (l, m) + g j n * L (i, n) (l, m)
        + L (i, j) (n, m) * g n l + L (i, j) (l, n) * g n m)
      - (g i l * L (j, n) (m, n) - g i m * L (j, n) (l, n)
        - g j l * L (i, n) (m, n) + g j m * L (i, n) (l, n)) := by
    intro n
    have hdet : det !![g i l, g i m, g i n; g j l, g j m, g j n; g n l, g n m, g n n] =
        g i l * g j m * g n n - g i l * g j n * g n m - g i m * g j l * g n n
          + g i m * g j n * g n l + g i n * g j l * g n m - g i n * g j m * g n l :=
      Matrix.det_fin_three _
    simp only [cumulant3, hg, hC]
    rw [hdet]
    linear_combination (-g i n) * hU n - g n l * hR n
  simp only [key, Finset.sum_add_distrib, Finset.sum_sub_distrib, ← Finset.mul_sum,
    ← Finset.sum_mul, hL, hT, h3, hD]
  ring

/-- In natural orbitals with occupations `ν`, the partial trace of the three-cumulant is the
two-cumulant multiplied by `ν i + ν j + ν l + ν m - 2`. -/
theorem cumulant3_trace_natural {a ad : ι → R} {w : R →ₗ[ℂ] ℂ} {N : ℂ} (h : IsCAR a ad)
    (hw : IsNumberState a ad w N) (ν : ι → ℂ) (hν : oneMatrix a ad w = diagonal ν)
    (i j l m : ι) : ∑ n, cumulant3 a ad w i j n l m n =
      (ν i + ν j + ν l + ν m - 2) * cumulant2 a ad w (i, j) (l, m) := by
  rw [cumulant3_trace h hw, Matrix.sub_apply, pairOp_anticomm_apply, Matrix.smul_apply,
    smul_eq_mul, hν]
  simp only [Matrix.diagonal_apply, Finset.sum_add_distrib, ite_mul, mul_ite, zero_mul,
    mul_zero, Finset.sum_ite_eq, Finset.sum_ite_eq', Finset.mem_univ, if_true]
  ring

/-- In natural orbitals, if the partial trace of the three-cumulant vanishes at `ij,lm` and the
four occupations do not sum to two, the two-cumulant element vanishes. -/
theorem cumulant2_eq_zero_of_trace {a ad : ι → R} {w : R →ₗ[ℂ] ℂ} {N : ℂ}
    (h : IsCAR a ad) (hw : IsNumberState a ad w N) (ν : ι → ℂ)
    (hν : oneMatrix a ad w = diagonal ν) (i j l m : ι)
    (h0 : ∑ n, cumulant3 a ad w i j n l m n = 0) (h2 : ν i + ν j + ν l + ν m ≠ 2) :
    cumulant2 a ad w (i, j) (l, m) = 0 := by
  rw [cumulant3_trace_natural h hw ν hν] at h0
  exact (mul_eq_zero.mp h0).resolve_left (sub_ne_zero.mpr h2)

/-- Annihilators of two fermionic modes on the four-dimensional Fock space. -/
def fockA : Fin 2 → Matrix (Fin 4) (Fin 4) ℂ :=
  ![!![0, 1, 0, 0; 0, 0, 0, 0; 0, 0, 0, 1; 0, 0, 0, 0],
    !![0, 0, 1, 0; 0, 0, 0, -1; 0, 0, 0, 0; 0, 0, 0, 0]]

/-- The creators of the two modes, the transposed annihilators. -/
def fockC (p : Fin 2) : Matrix (Fin 4) (Fin 4) ℂ := (fockA p)ᵀ

/-- The equal mixture of the two one-particle states. -/
def mixture : Matrix (Fin 4) (Fin 4) ℂ →ₗ[ℂ] ℂ where
  toFun x := (x 1 1 + x 2 2) / 2
  map_add' x y := by simp only [Matrix.add_apply]; ring
  map_smul' c x := by simp only [Matrix.smul_apply, smul_eq_mul, RingHom.id_apply]; ring

/-- The two-mode operators and the one-particle mixture satisfy `IsCAR` and `IsNumberState` with `N
= 1`, and the two-cumulant has an element equal to `-1/4`. -/
theorem cumulant3_trace_witness : IsCAR fockA fockC ∧ IsNumberState fockA fockC mixture 1 ∧
    cumulant2 fockA fockC mixture (0, 1) (0, 1) = -1 / 4 := by
  have hm : ∀ x, mixture x = (x 1 1 + x 2 2) / 2 := fun _ => rfl
  refine ⟨⟨?_, ?_, ?_⟩, ⟨?_, ?_⟩, ?_⟩
  · intro p q
    ext i j
    fin_cases p <;> fin_cases q <;> fin_cases i <;> fin_cases j <;>
      simp [fockA]
  · intro p q
    ext i j
    fin_cases p <;> fin_cases q <;> fin_cases i <;> fin_cases j <;>
      simp [fockA, fockC, Matrix.mul_apply, Fin.sum_univ_four]
  · intro p q
    ext i j
    fin_cases p <;> fin_cases q <;> fin_cases i <;> fin_cases j <;>
      simp [fockA, fockC, Matrix.mul_apply, Matrix.vecMul, dotProduct,
        Matrix.transpose_apply, Fin.sum_univ_four]
  · rw [hm]
    norm_num [Matrix.one_apply]
  · intro x
    simp [hm, numberOp, fockA, fockC, Matrix.mul_apply, Matrix.add_apply,
      Fin.sum_univ_four, Fin.sum_univ_two]
  · simp [cumulant2, twoMatrix, oneMatrix, hm, fockA, fockC, Matrix.mul_apply,
      Fin.sum_univ_four]
    try norm_num

end

end ThreeCumulantTrace
```

```lean
#print axioms ThreeCumulantTrace.threeMatrix_trace
#print axioms ThreeCumulantTrace.cumulant2_eq_zero_of_trace
```

```
'ThreeCumulantTrace.threeMatrix_trace' depends on axioms: [propext, Classical.choice, Quot.sound]
'ThreeCumulantTrace.cumulant2_eq_zero_of_trace' depends on axioms: [propext, Classical.choice, Quot.sound]
```

## How the proof follows the calculation

`numberOp_mul_ann` is the commutation rule for $\hat N$. Its inner `calc` rewrites each summand with `ann` and `mixed`, and the sum then collapses the Kronecker delta. `twoMatrix_trace` and `threeMatrix_trace` recognise $\hat N$ inside the operator string and apply the rule once and twice. `oneMatrix_trace` is the case $x=1$, and `cumulant2_trace` combines it with `twoMatrix_trace` to obtain $g^2-g$.

`pairOp_anticomm_apply` writes an element of $AL+LA$ as a single sum over $n$. Each Kronecker product with the identity removes one of the two orbital sums in the matrix product.

In `cumulant3_trace`, `hU` and `hR` are the antisymmetry of $L$ in its upper and lower pair, derived from `cre` and `ann`. The step `key` sorts the summand, before summation, into the groups used above. Only $g_{in}L(jn,lm)$ and $g_{nl}L(ij,mn)$ need their indices exchanged, and these are the two corrections supplied to `linear_combination`. The final `simp only` carries out the sums with the known traces, and `ring` performs the cancellation of $N$, $P$ and $Q$.

For `cumulant3_trace_natural`, the diagonal $g$ reduces each sum to one term. `cumulant2_eq_zero_of_trace` then uses the fact that a product of complex numbers vanishes only if a factor does.

`cumulant3_trace_witness` treats the two-orbital mixture with explicit $4\times4$ matrices. It checks the anticommutation relations entry by entry, then the two conditions on the functional with $N=1$, and finally the value $-\tfrac14$.
